# The pointwise divergence identity behind the triangle integration-by-parts rule

A divergence can be treated as a number computed from derivatives, or as a statement that those derivatives exist and have a given sum. The distinction matters here because propagators can be singular, and Lean's `deriv` returns 0 where no derivative exists. The main definition below therefore includes existence, and the numerical divergence follows from it.

The identity concerns the integrand at a single loop momentum $k$. It is the algebraic input to the triangle rule used in reducing multiloop QED integrals, here for Euclidean momenta in integer dimension and before any integration.

## Momenta, derivatives and propagators

```lean
import Mathlib

open scoped Matrix

namespace TriangleIBP

noncomputable section
```

Mathlib supplies the analysis and algebra. The opened notation lets us write the scalar product as `⬝ᵥ`.

```lean
/-- Euclidean momentum in `d` dimensions. -/
abbrev Mom (d : ℕ) := Fin d → ℝ
```

A momentum is a list of $d$ real components. Here $d$ is a natural number, not the continued dimension of dimensional regularisation.

```lean
variable {d : ℕ}

/-- The square `v² = v · v` of a momentum. -/
def msq (v : Mom d) : ℝ := v ⬝ᵥ v
```

`msq v` is $v^2=v\cdot v=\sum_i v_i^2$, with Euclidean signature.

```lean
/-- The unit vector along the `i`-th momentum axis. -/
def axis (i : Fin d) : Mom d := Pi.single i 1
```

`axis i` is the unit vector $e_i$.

```lean
/-- `f` has gradient `w` at `k`: along every direction `v` the derivative exists and
equals `w · v`. -/
def HasGradAt (f : Mom d → ℝ) (w k : Mom d) : Prop :=
  ∀ v : Mom d, HasDerivAt (fun t : ℝ => f (k + t • v)) (w ⬝ᵥ v) 0
```

`HasGradAt f w k` says that for every direction $v$,
$$\left.\frac{d}{dt}f(k+tv)\right|_{t=0}=w\cdot v .$$
The vector $w$ plays the part of $\nabla f(k)$.

```lean
/-- The vector field `V` has divergence `D` at `k`: each partial derivative `∂V_i/∂k_i`
exists and their sum is `D`. -/
def HasDivergenceAt (V : Mom d → Mom d) (D : ℝ) (k : Mom d) : Prop :=
  ∃ g : Fin d → ℝ,
    (∀ i, HasDerivAt (fun t : ℝ => V (k + t • axis i) i) (g i) 0) ∧ ∑ i, g i = D
```

`HasDivergenceAt V D k` says that there are numbers $g_i=\partial V_i/\partial k_i$ at $k$, all of them genuine derivatives, with $\sum_i g_i=D$.

```lean
/-- The divergence `∑ᵢ ∂V_i/∂k_i` of a vector field at `k`. -/
def divergence (V : Mom d → Mom d) (k : Mom d) : ℝ :=
  ∑ i, deriv (fun t : ℝ => V (k + t • axis i) i) 0
```

This is the numerical divergence, built from `deriv`.

```lean
/-- The propagator denominator `(k - p)² + m²`. -/
def denom (p : Mom d) (m : ℝ) (k : Mom d) : ℝ := msq (k - p) + m ^ 2
```

For a line with momentum $k-p$ and mass $m$, the denominator is $D(k)=(k-p)^2+m^2$.

```lean
/-- A propagator with real index `a`: `((k - p)² + m²)^(-a)`. -/
def propagator (p : Mom d) (m a : ℝ) (k : Mom d) : ℝ := denom p m k ^ (-a)
```

The propagator is $D^{-a}$. The real number $a$ is its index, and $a=1$ gives the ordinary scalar propagator.

```lean
/-- The loop integrand: a product of propagators with momentum offsets `p j` (line `j` carries `k - p j`), masses `m j` and
indices `a j`. -/
def integrand {ι : Type*} [Fintype ι] (p : ι → Mom d) (m a : ι → ℝ) (k : Mom d) : ℝ :=
  ∏ j, propagator (p j) (m j) (a j) k
```

The general integrand is $F=\prod_j D_j^{-a_j}$, where $j$ runs over a finite set of lines sharing the loop momentum $k$.

```lean
/-- The massless triangle integrand `(k²)^(-a) ((k-p)²)^(-b) ((k-q)²)^(-c)`. -/
def triangle (p q : Mom d) (a b c : ℝ) (k : Mom d) : ℝ :=
  msq k ^ (-a) * msq (k - p) ^ (-b) * msq (k - q) ^ (-c)
```

The triangle integrand is
$$F(a,b,c)=(k^2)^{-a}\,((k-p)^2)^{-b}\,((k-q)^2)^{-c}.$$

## Two facts about squares and one about divergences

```lean
/-- A nonzero Euclidean momentum has positive square. -/
theorem msq_pos {v : Mom d} (hv : v ≠ 0) : 0 < msq v := by
  obtain ⟨i, hi⟩ := Function.ne_iff.mp hv
  have hi' : v i ≠ 0 := hi
  unfold msq dotProduct
  exact Finset.sum_pos' (fun j _ => mul_self_nonneg _)
    ⟨i, Finset.mem_univ i, mul_self_pos.mpr hi'⟩
```

If $v\neq0$, some component $v_i$ is nonzero. Then $v_i^2>0$ and the other terms are non-negative, so $v^2>0$. This turns $k\ne p$ into a nonzero denominator.

```lean
/-- The scalar product `2 (k-p)·(k-q)` equals `(k-p)² + (k-q)² - (p-q)²`. -/
theorem polarization (k p q : Mom d) :
    2 * ((k - p) ⬝ᵥ (k - q)) = msq (k - p) + msq (k - q) - msq (p - q) := by
  have h : p - q = (k - q) - (k - p) := by abel
  rw [h]
  generalize k - p = u
  generalize k - q = w
  simp only [msq, sub_dotProduct, dotProduct_sub, dotProduct_comm w u]
  ring
```

Put $u=k-p$ and $w=k-q$. Then $p-q=w-u$, so $(p-q)^2=u^2+w^2-2u\cdot w$. Rearranging gives
$$2(k-p)\cdot(k-q)=(k-p)^2+(k-q)^2-(p-q)^2 .$$
The proof makes the same substitution, and `ring` finishes the algebra.

```lean
/-- If `V` has divergence `D` at `k`, then `divergence V k = D`. -/
theorem HasDivergenceAt.divergence_eq {V : Mom d → Mom d} {D : ℝ} {k : Mom d}
    (h : HasDivergenceAt V D k) : divergence V k = D := by
  obtain ⟨g, hg, hs⟩ := h
  rw [← hs]
  unfold divergence
  exact Finset.sum_congr rfl fun i _ => (hg i).deriv
```

Once the partial derivatives exist, `deriv` returns their values, so the numerical divergence equals their sum. That sum is the `D` of `HasDivergenceAt V D k`, not a propagator denominator.

## Differentiating a product of propagators

```lean
/-- The gradient of the denominator `(k - p)² + m²` is `2 (k - p)`. -/
theorem hasGradAt_denom (p : Mom d) (m : ℝ) (k : Mom d) :
    HasGradAt (denom p m) ((2 : ℝ) • (k - p)) k := by
  unfold HasGradAt
  intro v
  -- along a line the denominator is a quadratic polynomial in the parameter
  have h : ∀ t : ℝ, denom p m (k + t • v)
      = denom p m k + t * (2 * ((k - p) ⬝ᵥ v)) + t * t * (v ⬝ᵥ v) := by
    intro t
    unfold denom msq
    have e : k + t • v - p = (k - p) + t • v := by abel
    rw [e]
    simp only [add_dotProduct, dotProduct_add, smul_dotProduct, dotProduct_smul,
      smul_eq_mul, dotProduct_comm v (k - p)]
    ring
  have hfun : (fun t : ℝ => denom p m (k + t • v))
      = fun t : ℝ => denom p m k + t * (2 * ((k - p) ⬝ᵥ v)) + t * t * (v ⬝ᵥ v) := funext h
  rw [hfun]
  have hid : HasDerivAt (fun t : ℝ => t) 1 0 := hasDerivAt_id 0
  have h1 := (hid.mul_const (2 * ((k - p) ⬝ᵥ v))).const_add (denom p m k)
  have h2 := (hid.fun_mul hid).mul_const (v ⬝ᵥ v)
  refine (h1.fun_add h2).congr_deriv ?_
  rw [smul_dotProduct, smul_eq_mul]
  ring
```

Along a line,
$$D(k+tv)=D(k)+2t\,(k-p)\cdot v+t^2v^2 .$$
The derivative at $t=0$ is $2(k-p)\cdot v$, hence $\nabla D=2(k-p)$. The proof establishes this expansion as `h` and differentiates it term by term.

```lean
/-- Where the denominator `D` does not vanish, the gradient of `D^(-a)` is
`D^(-a) (-2a/D) (k - p)`. -/
theorem hasGradAt_propagator {p : Mom d} {m : ℝ} {k : Mom d} (a : ℝ)
    (hD : denom p m k ≠ 0) :
    HasGradAt (propagator p m a)
      ((propagator p m a k * (-2 * a / denom p m k)) • (k - p)) k := by
  unfold HasGradAt
  intro v
  have h := hasGradAt_denom p m k v
  have h0 : denom p m (k + (0 : ℝ) • v) ≠ 0 := by rwa [zero_smul, add_zero]
  have h2 := HasDerivAt.rpow_const (p := -a) h (Or.inl h0)
  refine h2.congr_deriv ?_
  simp only [zero_smul, add_zero, smul_dotProduct, smul_eq_mul]
  rw [Real.rpow_sub_one hD]
  unfold propagator
  ring
```

By the chain rule,
$$\nabla D^{-a}=-aD^{-a-1}\,2(k-p)=D^{-a}\left(-\frac{2a}{D}\right)(k-p).$$
The hypothesis `hD`, $D\neq0$, permits both the differentiation of the real power and the last rewriting.

```lean
/-- Where no denominator vanishes, the gradient of a product `F` of propagators is
`F ∑ⱼ (-2 aⱼ/Dⱼ) (k - pⱼ)`. -/
theorem hasGradAt_prod {ι : Type*} (s : Finset ι) (p : ι → Mom d) (m a : ι → ℝ) (k : Mom d)
    (hD : ∀ j ∈ s, denom (p j) (m j) k ≠ 0) :
    HasGradAt (fun x => ∏ j ∈ s, propagator (p j) (m j) (a j) x)
      ((∏ j ∈ s, propagator (p j) (m j) (a j) k) •
        ∑ j ∈ s, (-2 * a j / denom (p j) (m j) k) • (k - p j)) k := by
  classical
  unfold HasGradAt
  intro v
  induction s using Finset.induction_on with
  | empty =>
    simp only [Finset.prod_empty, Finset.sum_empty, smul_zero, zero_dotProduct]
    exact hasDerivAt_const _ _
  | insert j s hj ih =>
    -- product rule: the new line times the lines already present
    have h1 := hasGradAt_propagator (a j) (hD j (Finset.mem_insert_self j s)) v
    have h2 := ih (fun l hl => hD l (Finset.mem_insert_of_mem hl))
    simp only [Finset.prod_insert hj, Finset.sum_insert hj]
    refine (HasDerivAt.fun_mul h1 h2).congr_deriv ?_
    simp only [zero_smul, add_zero, smul_dotProduct, add_dotProduct, smul_eq_mul]
    ring
```

For a product the claim is
$$\nabla F=F\sum_j\left(-\frac{2a_j}{D_j}\right)(k-p_j).$$
The proof is by induction on the set of lines. With no lines, $F=1$ and the gradient is zero. Adding a line $P_j=D_j^{-a_j}$ to a product $G$ gives
$$\nabla(P_jG)=G\,\nabla P_j+P_j\,\nabla G,$$
and taking out the factor $P_jG$ adds one term to the sum.

```lean
/-- If `F` has gradient `w` at `k`, the divergence of `(k - q) F` is
`d F + w · (k - q)`. -/
theorem hasDivergenceAt_radial {F : Mom d → ℝ} {w k : Mom d} (hF : HasGradAt F w k)
    (q : Mom d) :
    HasDivergenceAt (fun x => F x • (x - q)) (d * F k + w ⬝ᵥ (k - q)) k := by
  refine ⟨fun i => w i * (k - q) i + F k, fun i => ?_, ?_⟩
  · have hid : HasDerivAt (fun t : ℝ => t) 1 0 := hasDerivAt_id 0
    have h1 := hF (axis i)
    have h2 : HasDerivAt (fun t : ℝ => (k - q) i + t) 1 0 := hid.const_add _
    have hax : axis i i = 1 := by simp [axis]
    have hw : w ⬝ᵥ axis i = w i := by simp [axis]
    have hfun : (fun t : ℝ => (F (k + t • axis i) • (k + t • axis i - q)) i)
        = fun t : ℝ => F (k + t • axis i) * ((k - q) i + t) := by
      funext t
      simp only [Pi.smul_apply, Pi.sub_apply, Pi.add_apply, smul_eq_mul, hax]
      ring
    show HasDerivAt (fun t : ℝ => (F (k + t • axis i) • (k + t • axis i - q)) i)
      (w i * (k - q) i + F k) 0
    rw [hfun]
    refine (HasDerivAt.fun_mul h1 h2).congr_deriv ?_
    simp only [hw, zero_smul, add_zero, mul_one]
  · -- each axis contributes one copy of `F k`
    simp only [Finset.sum_add_distrib, Finset.sum_const, Finset.card_univ, Fintype.card_fin,
      nsmul_eq_mul, dotProduct]
    ring
```

Let $w=\nabla F$. Since $\partial(k-q)_i/\partial k_i=1$,
$$\frac{\partial}{\partial k_i}\big[F\,(k-q)_i\big]=w_i(k-q)_i+F .$$
Summing over $i$ gives $dF+w\cdot(k-q)$. The proof supplies these $d$ derivatives and then their sum.

## Any finite number of massive lines

```lean
/-- Pointwise divergence identity for a product `F` of finitely many propagators: where no denominator
vanishes, the divergence of `(k - q) F` is
`F [d - ∑ aⱼ + ∑ aⱼ ((pⱼ - q)² + mⱼ² - (k - q)²) / Dⱼ]`. -/
theorem ibp_general {ι : Type*} [Fintype ι] (p : ι → Mom d) (m a : ι → ℝ) (q k : Mom d)
    (hD : ∀ j, denom (p j) (m j) k ≠ 0) :
    HasDivergenceAt (fun x => integrand p m a x • (x - q))
      (integrand p m a k * (d - ∑ j, a j +
        ∑ j, a j * (msq (p j - q) + m j ^ 2 - msq (k - q)) / denom (p j) (m j) k)) k := by
  have hgrad : HasGradAt (integrand p m a)
      (integrand p m a k • ∑ j, (-2 * a j / denom (p j) (m j) k) • (k - p j)) k :=
    hasGradAt_prod Finset.univ p m a k (fun j _ => hD j)
  have hs : ∀ (f : ι → Mom d) (u : Mom d), (∑ j, f j) ⬝ᵥ u = ∑ j, f j ⬝ᵥ u := by
    intro f u
    simp only [dotProduct, Finset.sum_apply, Finset.sum_mul]
    exact Finset.sum_comm
  -- scalar products in the numerators are rewritten through the denominators
  have key : (∑ j, (-2 * a j / denom (p j) (m j) k) • (k - p j)) ⬝ᵥ (k - q)
      = ∑ j, a j * (msq (p j - q) + m j ^ 2 - msq (k - q)) / denom (p j) (m j) k
        - ∑ j, a j := by
    rw [hs, ← Finset.sum_sub_distrib]
    refine Finset.sum_congr rfl fun j _ => ?_
    have hp := polarization k (p j) q
    have hn : msq (p j - q) + m j ^ 2 - msq (k - q)
        = denom (p j) (m j) k - 2 * ((k - p j) ⬝ᵥ (k - q)) := by
      unfold denom
      linear_combination hp
    rw [smul_dotProduct, smul_eq_mul, hn]
    linear_combination (-(a j)) * mul_inv_cancel₀ (hD j)
  obtain ⟨g, hg, hsum⟩ := hasDivergenceAt_radial hgrad q
  refine ⟨g, hg, hsum.trans ?_⟩
  rw [smul_dotProduct, smul_eq_mul, key]
  ring
```

Inserting the gradient of $F$ into the previous result gives
$$\nabla\cdot[(k-q)F]=F\Big[d-\sum_j\frac{a_j}{D_j}\,2(k-p_j)\cdot(k-q)\Big].$$
The identity for scalar products, together with $(k-p_j)^2=D_j-m_j^2$, yields
$$2(k-p_j)\cdot(k-q)=D_j-\big[(p_j-q)^2+m_j^2-(k-q)^2\big].$$
Dividing by $D_j$ leaves
$$F\Big[d-\sum_ja_j+\sum_ja_j\frac{(p_j-q)^2+m_j^2-(k-q)^2}{D_j}\Big].$$
In the code, `hn` is the rewritten numerator and `key` is the summed result.

## The massless triangle

```lean
/-- Pointwise (unintegrated) divergence identity for the massless triangle integrand `F`: for `k ≠ 0, p, q` the field `(k - q) F` has a divergence, equal to
`F [d - a - b - 2c + a (q² - (k-q)²)/k² + b ((p-q)² - (k-q)²)/(k-p)²]`. -/
theorem triangle_rule (p q k : Mom d) (a b c : ℝ) (h0 : k ≠ 0) (hp : k ≠ p) (hq : k ≠ q) :
    HasDivergenceAt (fun x => triangle p q a b c x • (x - q))
        (triangle p q a b c k * (d - a - b - 2 * c + a * (msq q - msq (k - q)) / msq k
          + b * (msq (p - q) - msq (k - q)) / msq (k - p))) k ∧
      divergence (fun x => triangle p q a b c x • (x - q)) k =
        triangle p q a b c k * (d - a - b - 2 * c + a * (msq q - msq (k - q)) / msq k
          + b * (msq (p - q) - msq (k - q)) / msq (k - p)) := by
  have hK : msq k ≠ 0 := (msq_pos h0).ne'
  have hB : msq (k - p) ≠ 0 := (msq_pos (sub_ne_zero.mpr hp)).ne'
  have hC : msq (k - q) ≠ 0 := (msq_pos (sub_ne_zero.mpr hq)).ne'
  -- three massless lines with momentum offsets 0, p, q
  obtain ⟨P, hP0, hP1, hP2⟩ : ∃ P : Fin 3 → Mom d, P 0 = 0 ∧ P 1 = p ∧ P 2 = q :=
    ⟨![0, p, q], rfl, rfl, rfl⟩
  obtain ⟨A, hA0, hA1, hA2⟩ : ∃ A : Fin 3 → ℝ, A 0 = a ∧ A 1 = b ∧ A 2 = c :=
    ⟨![a, b, c], rfl, rfl, rfl⟩
  have hz : (0 : ℝ) ^ 2 = 0 := by norm_num
  have hj : ∀ j : Fin 3, j = 0 ∨ j = 1 ∨ j = 2 := by decide
  have hfun : integrand P (fun _ => (0 : ℝ)) A = triangle p q a b c := by
    funext x
    simp only [integrand, propagator, denom, triangle, Fin.prod_univ_three, hP0, hP1, hP2,
      hA0, hA1, hA2, sub_zero, hz, add_zero]
  have hD : ∀ j, denom (P j) 0 k ≠ 0 := by
    intro j
    rcases hj j with rfl | rfl | rfl
    · simp only [denom, hP0, sub_zero, hz, add_zero]
      exact hK
    · simp only [denom, hP1, hz, add_zero]
      exact hB
    · simp only [denom, hP2, hz, add_zero]
      exact hC
  have hneg : msq (0 - q) = msq q := by simp [msq]
  have hself : msq (q - q) = 0 := by simp [msq]
  have h := ibp_general P (fun _ => (0 : ℝ)) A q k hD
  rw [hfun] at h
  have main : HasDivergenceAt (fun x => triangle p q a b c x • (x - q))
      (triangle p q a b c k * (d - a - b - 2 * c + a * (msq q - msq (k - q)) / msq k
        + b * (msq (p - q) - msq (k - q)) / msq (k - p))) k := by
    obtain ⟨g, hg, hsum⟩ := h
    refine ⟨g, hg, hsum.trans ?_⟩
    simp only [Fin.sum_univ_three, denom, hP0, hP1, hP2, hA0, hA1, hA2, hneg, hself, hz,
      add_zero, sub_zero]
    -- the line through `q` gives a second `-c`
    linear_combination (-(triangle p q a b c k * c)) * mul_inv_cancel₀ hC
  exact ⟨main, main.divergence_eq⟩
```

Take three massless lines with offsets $0,p,q$ and indices $a,b,c$. The third contributes
$$c\,\frac{(q-q)^2-(k-q)^2}{(k-q)^2}=-c .$$
With the $-c$ already present in $-\sum_ja_j$, this makes $-2c$, and so
$$\nabla\cdot[(k-q)F]=F\Big[d-a-b-2c+a\frac{q^2-(k-q)^2}{k^2}+b\frac{(p-q)^2-(k-q)^2}{(k-p)^2}\Big].$$
The theorem has two halves joined by `∧`: the derivatives exist with this sum, and `divergence` has this value. The hypotheses `h0`, `hp` and `hq` keep $k$ away from $0$, $p$ and $q$; the offsets themselves may coincide.

Without $k\neq q$ the statement can fail. Take $d=1$, $p=0$, $q=1$, $a=b=0$ and $c=\tfrac12$. Away from $k=1$ the field is $(k-1)/|k-1|$, which jumps from $-1$ to $1$. It has no derivative at $k=1$, and therefore no divergence there.

```lean
/-- The pointwise divergence identity for the triangle integrand, with shifted indices: for `k ≠ 0, p, q` the divergence of
`(k - q) F(a,b,c)` is `(d - a - b - 2c) F(a,b,c) + a [q² F(a+1,b,c) - F(a+1,b,c-1)]
+ b [(p-q)² F(a,b+1,c) - F(a,b+1,c-1)]`. -/
theorem triangle_rule_shifted (p q k : Mom d) (a b c : ℝ)
    (h0 : k ≠ 0) (hp : k ≠ p) (hq : k ≠ q) :
    HasDivergenceAt (fun x => triangle p q a b c x • (x - q))
      ((d - a - b - 2 * c) * triangle p q a b c k
        + a * (msq q * triangle p q (a + 1) b c k - triangle p q (a + 1) b (c - 1) k)
        + b * (msq (p - q) * triangle p q a (b + 1) c k
          - triangle p q a (b + 1) (c - 1) k)) k := by
  have hK : msq k ≠ 0 := (msq_pos h0).ne'
  have hB : msq (k - p) ≠ 0 := (msq_pos (sub_ne_zero.mpr hp)).ne'
  have hC : msq (k - q) ≠ 0 := (msq_pos (sub_ne_zero.mpr hq)).ne'
  -- raising an index divides by the denominator, lowering multiplies by it
  have up : ∀ x : ℝ, x ≠ 0 → ∀ e : ℝ, x ^ (-(e + 1)) = x ^ (-e) / x := by
    intro x hx e
    rw [show -(e + 1) = -e - 1 by ring, Real.rpow_sub_one hx]
  have down : ∀ x : ℝ, x ≠ 0 → ∀ e : ℝ, x ^ (-(e - 1)) = x ^ (-e) * x := by
    intro x hx e
    rw [show -(e - 1) = -e + 1 by ring, Real.rpow_add_one hx]
  obtain ⟨g, hg, hsum⟩ := (triangle_rule p q k a b c h0 hp hq).1
  refine ⟨g, hg, hsum.trans ?_⟩
  simp only [triangle]
  rw [up _ hK a, up _ hB b, down _ hC c]
  ring
```

Dividing $F(a,b,c)$ by $k^2$ raises $a$ by one; multiplying by $(k-q)^2$ lowers $c$ by one. Hence
$$F\,\frac{q^2-(k-q)^2}{k^2}=q^2F(a+1,b,c)-F(a+1,b,c-1),$$
and likewise for the $b$ term. The auxiliary facts `up` and `down` are these two index shifts. To pass from here to a relation between loop integrals, one must also justify the integration and the vanishing of the surface terms.

## One massive line

```lean
/-- One massive line: where `D = (k - p)² + m²` does not vanish, the divergence of
`(k - p) D^(-a)` is `(d - 2a) D^(-a) + 2 a m² D^(-(a+1))`. -/
theorem one_line_rule (p k : Mom d) (m a : ℝ) (hD : denom p m k ≠ 0) :
    HasDivergenceAt (fun x => propagator p m a x • (x - p))
      ((d - 2 * a) * propagator p m a k + 2 * a * m ^ 2 * propagator p m (a + 1) k) k := by
  have hsq : (k - p) ⬝ᵥ (k - p) = denom p m k - m ^ 2 := by
    simp only [denom, msq]
    ring
  have hup : propagator p m (a + 1) k = propagator p m a k / denom p m k := by
    unfold propagator
    rw [show -(a + 1) = -a - 1 by ring, Real.rpow_sub_one hD]
  obtain ⟨g, hg, hsum⟩ := hasDivergenceAt_radial (hasGradAt_propagator a hD) p
  refine ⟨g, hg, hsum.trans ?_⟩
  rw [smul_dotProduct, smul_eq_mul, hsq, hup]
  linear_combination (-(2 * a * propagator p m a k)) * mul_inv_cancel₀ hD

end

end TriangleIBP
```

Set $q=p$ and keep a single propagator. Then
$$\nabla\cdot[(k-p)D^{-a}]=dD^{-a}-\frac{2a}{D}D^{-a}(k-p)^2 .$$
Replacing $(k-p)^2$ by $D-m^2$ gives
$$(d-2a)D^{-a}+2am^2D^{-(a+1)} .$$
The proof follows this route, with `hsq` for the replacement and `hup` for the raised index.

```lean
#print axioms TriangleIBP.triangle_rule_shifted
#print axioms TriangleIBP.one_line_rule
```

```
'TriangleIBP.triangle_rule_shifted' depends on axioms: [propext, Classical.choice, Quot.sound]
'TriangleIBP.one_line_rule' depends on axioms: [propext, Classical.choice, Quot.sound]
```
